# For a real symmetric matrix with off-diagonal part $B$, the third central moment of the random-sign trace estimator is $8\,\mathrm{tr}(B^3)$

Take three sites 0, 1, 2 in a ring, with bonds $a$ (0–1), $b$ (1–2) and $c$ (0–2), and independent fair signs $z_i=\pm1$. For a real symmetric matrix $A$ with these bonds as its off-diagonal entries, the estimator $z^TAz$ deviates from $\mathrm{tr}\,A$ by $2(a z_0z_1+b z_1z_2+c z_0z_2)$. In the cube, only the product of all three bonds survives averaging, because there every sign appears twice. The result is $8\cdot 6abc=48abc$; cut one bond and it is zero.

I believe that the general third central moment is $8\,\mathrm{tr}(B^3)$, so that it vanishes when the couplings form no triangles. Can this be derived rigorously for any finite real symmetric matrix, and checked by machine?

## Flipping one sign at a time

Yes. Write $E$ for the average over all sign vectors, $q=z^TBz$ and $h_i=(Bz)_i$, the local field at site $i$. Flipping $z_j$ shows that $E[z_jz_k]=0$ for $j\ne k$, while $z_j^2=1$. Hence $E[z^TAz]=\mathrm{tr}\,A$, and the deviation from the mean is exactly $q$.

Since $B_{ii}=0$, flipping $z_i$ leaves $h_i$ unchanged and sends $q$ to $q-4z_ih_i$. Averaging over each flipped pair gives

$$E[z_ih_iq^2]=\tfrac12E\big[z_ih_i\big(q^2-(q-4z_ih_i)^2\big)\big]=E[4h_i^2q-8z_ih_i^3].$$

The last term is odd under the flip, so it averages to zero. Now sum over $i$, using $q=\sum_i z_ih_i$ and $\sum_ih_i^2=z^TB^2z$:

$$E[q^3]=4\,E[q\;z^TB^2z].$$

For symmetric $C$, put $g_i=(Cz)_i$. The flip sends $z^TCz$ to $z^TCz-4z_ig_i+4C_{ii}$, so

$$E[z_ih_i\,z^TCz]=2E[h_ig_i]-2C_{ii}E[z_ih_i]=2\sum_jB_{ij}C_{ij}.$$

Here $E[z_ih_i]=0$ by oddness, and the two-sign averages give $E[h_ig_i]$. Summing over $i$ yields $E[q\,z^TCz]=2\,\mathrm{tr}(BC)$. With $C=B^2$, $E[q^3]=8\,\mathrm{tr}(B^3)$.

Finally, $\mathrm{tr}(B^3)=\sum_{ijk}B_{ij}B_{jk}B_{ki}$. A nonzero term needs three distinct, mutually coupled sites. If all off-diagonal couplings are nonnegative, no terms cancel, and any triangle makes the sum positive.

## What the Lean theorems say

The sites form a finite type `ι`. A sign vector is a function `ι → ℤˣ`, since the units of the integers are $\pm1$, and `spin` makes it a real vector. `mean` is the equal-weight average, `quad A` is $z^TAz$, and `offDiag A` is $B$. The vector $z$ has squared length $n$, the number of sites; for $n\ge1$, using $z/\sqrt n$ instead would divide the third moment by $n^3$.

`thirdCentralMoment_quad` assumes only `A.IsSymm`. It concerns the moment itself, not the skewness coefficient, which is further divided by the cubed standard deviation. `couplingGraph A` joins distinct sites with a nonzero matrix element, and `CliqueFree 3` says that it has no triangles. `thirdCentralMoment_eq_zero` gives the vanishing, `thirdCentralMoment_eq_zero_iff` adds the converse for nonnegative off-diagonal entries, and `thirdCentralMoment_ring` is the opening example with arbitrary on-site energies. Complex Hermitian matrices and other random vectors are not covered.

When the moments $\mathrm{tr}(H^k)$ of a density of states are estimated this way for a finite real symmetric Hamiltonian $H$, the matrix $A$ is $H^k$, so the triangles to look for are those of $H^k$, which for $k\ge2$ can differ from those of $H$.

```lean
import Mathlib

open Matrix

namespace SignEstimatorSkewness

noncomputable section

variable {ι : Type*} [Fintype ι] [DecidableEq ι]

/-- The real vector with entries `±1` belonging to a choice of signs. -/
def spin (z : ι → ℤˣ) : ι → ℝ := fun i => ((z i : ℤ) : ℝ)

/-- Reverse the sign at site `i`. -/
def flipAt (i : ι) (z : ι → ℤˣ) : ι → ℤˣ := Function.update z i (-z i)

/-- The average over all sign vectors with equal weights, as a linear functional. -/
def mean : ((ι → ℤˣ) → ℝ) →ₗ[ℝ] ℝ where
  toFun f := (∑ z, f z) / (Fintype.card (ι → ℤˣ) : ℝ)
  map_add' f g := by simp only [Pi.add_apply, Finset.sum_add_distrib, add_div]
  map_smul' c f := by
    simp only [Pi.smul_apply, smul_eq_mul, ← Finset.mul_sum, mul_div_assoc, RingHom.id_apply]

/-- The stochastic trace estimator `zᵀ A z`. -/
def quad (A : Matrix ι ι ℝ) (z : ι → ℤˣ) : ℝ := spin z ⬝ᵥ A *ᵥ spin z

/-- The third central moment of an observable of the random signs. -/
def thirdCentralMoment (f : (ι → ℤˣ) → ℝ) : ℝ := mean (fun z => (f z - mean f) ^ 3)

/-- The off-diagonal part of a matrix. -/
def offDiag (A : Matrix ι ι ℝ) : Matrix ι ι ℝ := A - diagonal A.diag

/-- The graph joining distinct sites that are coupled by a nonzero matrix element. -/
def couplingGraph (A : Matrix ι ι ℝ) : SimpleGraph ι :=
  SimpleGraph.fromRel (fun i j => A i j ≠ 0)

omit [Fintype ι] [DecidableEq ι] in
/-- Each sign squares to one. -/
theorem spin_mul_self (z : ι → ℤˣ) (i : ι) : spin z i * spin z i = 1 := by
  rcases Int.units_eq_one_or (z i) with h | h <;> simp [spin, h]

/-- The change of the sign, of the local field `(C z)_i` and of the quadratic form
when the sign at site `i` is reversed. -/
theorem flip_response {C : Matrix ι ι ℝ} (hC : C.IsSymm) (i : ι) (z : ι → ℤˣ) :
    spin (flipAt i z) i = -spin z i ∧
    (C *ᵥ spin (flipAt i z)) i = (C *ᵥ spin z) i - 2 * spin z i * C i i ∧
    quad C (flipAt i z) = quad C z - 4 * spin z i * (C *ᵥ spin z) i + 4 * C i i := by
  have hs : spin (flipAt i z) = spin z - Pi.single i (2 * spin z i) := by
    ext j
    by_cases h : j = i
    · subst h
      simp [spin, flipAt]
      ring
    · simp [spin, flipAt, h]
  have h1 : C *ᵥ spin (flipAt i z) = C *ᵥ spin z - (2 * spin z i) • (fun j => C j i) := by
    ext j
    change (C j) ⬝ᵥ spin (flipAt i z) = (C j) ⬝ᵥ spin z - (2 * spin z i) * C j i
    rw [hs, dotProduct_sub, dotProduct_single]
    ring
  have h2 : spin z ⬝ᵥ (fun j => C j i) = (C *ᵥ spin z) i := by
    have h : (fun j => C j i) = fun j => C i j := funext fun j => hC.apply i j
    rw [dotProduct_comm, h]
    rfl
  refine ⟨by simp [spin, flipAt], by rw [h1]; rfl, ?_⟩
  unfold quad
  rw [h1, hs]
  simp only [sub_dotProduct, dotProduct_sub, dotProduct_smul, h2, single_dotProduct, smul_eq_mul]
  linear_combination (4 * C i i) * spin_mul_self z i

/-- Two observables have the same mean if their sums over each pair of sign vectors
related by a flip at site `i` agree. -/
theorem mean_eq_of_flip (i : ι) {f g : (ι → ℤˣ) → ℝ}
    (h : ∀ z, f z + f (flipAt i z) = g z + g (flipAt i z)) : mean f = mean g := by
  have hb : Function.Involutive (flipAt i) := fun z => by simp [flipAt]
  have key (u : (ι → ℤˣ) → ℝ) : ∑ z, u (flipAt i z) = ∑ z, u z :=
    Equiv.sum_comp (Function.Involutive.toPerm (flipAt i) hb) u
  have hsum := Finset.sum_congr rfl (fun z (_ : z ∈ Finset.univ) => h z)
  rw [Finset.sum_add_distrib, Finset.sum_add_distrib, key f, key g] at hsum
  have hfg : ∑ z, f z = ∑ z, g z := by linarith
  change (∑ z, f z) / _ = (∑ z, g z) / _
  rw [hfg]

/-- The mean product of the local fields `(B z)_i` and `(C z)_i` is the overlap of
the `i`-th rows of `B` and `C`. -/
theorem mean_field_mul_field (B C : Matrix ι ι ℝ) (i : ι) :
    mean (fun z => (B *ᵥ spin z) i * (C *ᵥ spin z) i) = ∑ j, B i j * C i j := by
  -- distinct signs are uncorrelated
  have two (j k : ι) : mean (fun z => spin z j * spin z k) = if j = k then 1 else 0 := by
    by_cases h : j = k
    · subst h
      have hc : (Fintype.card (ι → ℤˣ) : ℝ) ≠ 0 := Nat.cast_ne_zero.mpr Fintype.card_ne_zero
      simp only [spin_mul_self, if_true]
      change (∑ _z : ι → ℤˣ, (1 : ℝ)) / (Fintype.card (ι → ℤˣ) : ℝ) = 1
      rw [Finset.sum_const, Finset.card_univ, nsmul_eq_mul, mul_one, div_self hc]
    · rw [if_neg h, ← map_zero (mean (ι := ι))]
      refine mean_eq_of_flip j fun z => ?_
      have a : spin (flipAt j z) j = -spin z j := by simp [spin, flipAt]
      have b : spin (flipAt j z) k = spin z k := by simp [spin, flipAt, Ne.symm h]
      simp only [a, b, Pi.zero_apply]
      ring
  have e : (fun z => (B *ᵥ spin z) i * (C *ᵥ spin z) i)
      = ∑ j, ∑ k, (B i j * C i k) • (fun z : ι → ℤˣ => spin z j * spin z k) := by
    ext z
    simp only [Finset.sum_apply, Pi.smul_apply, smul_eq_mul, mulVec, dotProduct,
      Finset.sum_mul_sum]
    exact Finset.sum_congr rfl fun j _ => Finset.sum_congr rfl fun k _ => by ring
  rw [e]
  simp only [map_sum, map_smul, two, smul_eq_mul]
  simp

/-- For symmetric `B` and `C`, with `B` of zero diagonal, the mean product of the two
quadratic forms is `2 tr (B C)`. -/
theorem mean_quad_mul_quad {B C : Matrix ι ι ℝ} (hB : B.IsSymm) (hB0 : ∀ i, B i i = 0)
    (hC : C.IsSymm) : mean (fun z => quad B z * quad C z) = 2 * trace (B * C) := by
  have e : (fun z => quad B z * quad C z)
      = ∑ i, fun z => spin z i * (B *ᵥ spin z) i * quad C z := by
    ext z
    simp only [Finset.sum_apply, ← Finset.sum_mul]
    rfl
  have hi (i : ι) : mean (fun z => spin z i * (B *ᵥ spin z) i * quad C z)
      = 2 * ∑ j, B i j * C i j := by
    rw [← mean_field_mul_field, ← smul_eq_mul, ← map_smul]
    refine mean_eq_of_flip i fun z => ?_
    obtain ⟨h1, h2, -⟩ := flip_response hB i z
    obtain ⟨-, h3, h4⟩ := flip_response hC i z
    simp only [Pi.smul_apply, smul_eq_mul, h1, h2, h3, h4, hB0]
    linear_combination (4 * (B *ᵥ spin z) i * (C *ᵥ spin z) i) * spin_mul_self z i
  rw [e, map_sum, Finset.sum_congr rfl fun i _ => hi i, ← Finset.mul_sum]
  simp only [trace, diag_apply, mul_apply]
  congr 1
  exact Finset.sum_congr rfl fun i _ => Finset.sum_congr rfl fun j _ => by rw [hC.apply i j]

/-- The deviation of the estimator from its mean is the quadratic form of the
off-diagonal part. -/
theorem quad_sub_mean (A : Matrix ι ι ℝ) (z : ι → ℤˣ) :
    quad A z - mean (quad A) = quad (offDiag A) z := by
  have e : quad A = ∑ i, fun z => ((1 : Matrix ι ι ℝ) *ᵥ spin z) i * (A *ᵥ spin z) i := by
    ext z
    simp only [Finset.sum_apply, one_mulVec]
    rfl
  have hm : mean (quad A) = trace A := by
    rw [e, map_sum]
    simp only [mean_field_mul_field]
    simp [one_apply, trace]
  have hd : spin z ⬝ᵥ diagonal A.diag *ᵥ spin z = trace A := by
    simp only [dotProduct, mulVec_diagonal, trace]
    exact Finset.sum_congr rfl fun i _ => by
      linear_combination A.diag i * spin_mul_self z i
  rw [hm, quad, quad, offDiag, sub_mulVec, dotProduct_sub, hd]

/-- The third central moment of `zᵀ A z` for a real symmetric matrix `A` and uniform
random signs is `8 tr (B³)`, where `B` is the off-diagonal part of `A`. -/
theorem thirdCentralMoment_quad {A : Matrix ι ι ℝ} (hA : A.IsSymm) :
    thirdCentralMoment (quad A) = 8 * trace (offDiag A ^ 3) := by
  unfold thirdCentralMoment
  simp only [quad_sub_mean]
  have hB : (offDiag A).IsSymm := by
    change (A - diagonal A.diag)ᵀ = A - diagonal A.diag
    rw [transpose_sub, diagonal_transpose, hA.eq]
  have hB0 (i : ι) : offDiag A i i = 0 := by simp [offDiag]
  generalize offDiag A = B at hB hB0 ⊢
  have e : (fun z => quad B z ^ 3)
      = ∑ i, fun z => spin z i * (B *ᵥ spin z) i * quad B z ^ 2 := by
    ext z
    simp only [Finset.sum_apply, ← Finset.sum_mul]
    change quad B z ^ 3 = quad B z * quad B z ^ 2
    ring
  -- averaging over the sign at site i removes one factor of the quadratic form
  have hi (i : ι) : mean (fun z => spin z i * (B *ᵥ spin z) i * quad B z ^ 2)
      = mean (fun z => 4 * ((B *ᵥ spin z) i ^ 2 * quad B z)) := by
    refine mean_eq_of_flip i fun z => ?_
    obtain ⟨h1, h2, h3⟩ := flip_response hB i z
    simp only [h1, h2, h3, hB0]
    linear_combination (8 * (B *ᵥ spin z) i ^ 2 * quad B z
      - 16 * spin z i * (B *ᵥ spin z) i ^ 3) * spin_mul_self z i
  -- the squared local fields add up to the quadratic form of B²
  have hq (z : ι → ℤˣ) : quad (B * B) z = ∑ i, (B *ᵥ spin z) i ^ 2 := by
    unfold quad
    rw [← mulVec_mulVec, dotProduct_mulVec, ← mulVec_transpose, hB.eq]
    simp only [dotProduct, pow_two]
  have e2 : (∑ i, fun z => 4 * ((B *ᵥ spin z) i ^ 2 * quad B z))
      = (4 : ℝ) • fun z => quad B z * quad (B * B) z := by
    ext z
    simp only [Finset.sum_apply, Pi.smul_apply, smul_eq_mul, ← Finset.mul_sum,
      ← Finset.sum_mul, hq]
    ring
  have hBB : (B * B).IsSymm := by
    change (B * B)ᵀ = B * B
    rw [transpose_mul, hB.eq]
  rw [e, map_sum, Finset.sum_congr rfl fun i _ => hi i, ← map_sum, e2, map_smul,
    mean_quad_mul_quad hB hB0 hBB, pow_three, smul_eq_mul]
  ring

/-- The third central moment vanishes when the coupling graph has no triangles. -/
theorem thirdCentralMoment_eq_zero {A : Matrix ι ι ℝ} (hA : A.IsSymm)
    (hG : (couplingGraph A).CliqueFree 3) : thirdCentralMoment (quad A) = 0 := by
  have adj (i j : ι) (h : offDiag A i j ≠ 0) : (couplingGraph A).Adj i j := by
    have hij : i ≠ j := by
      rintro rfl
      exact h (by simp [offDiag])
    have hA' : A i j ≠ 0 := by simpa [offDiag, hij] using h
    exact (SimpleGraph.fromRel_adj _ _ _).2 ⟨hij, Or.inl hA'⟩
  rw [thirdCentralMoment_quad hA]
  simp only [pow_three, trace, diag_apply, mul_apply, Finset.mul_sum]
  refine Finset.sum_eq_zero fun i _ => Finset.sum_eq_zero fun j _ =>
    Finset.sum_eq_zero fun k _ => ?_
  by_contra h
  simp only [mul_eq_zero, not_or] at h
  obtain ⟨-, h1, h2, h3⟩ := h
  exact hG {i, j, k} (SimpleGraph.is3Clique_triple_iff.2
    ⟨adj i j h1, (adj k i h3).symm, adj j k h2⟩)

/-- If all off-diagonal couplings are nonnegative, the third central moment vanishes
exactly when the coupling graph has no triangles. -/
theorem thirdCentralMoment_eq_zero_iff {A : Matrix ι ι ℝ} (hA : A.IsSymm)
    (hpos : ∀ i j, i ≠ j → 0 ≤ A i j) :
    thirdCentralMoment (quad A) = 0 ↔ (couplingGraph A).CliqueFree 3 := by
  refine ⟨fun h t ht => ?_, thirdCentralMoment_eq_zero hA⟩
  have hn (i j : ι) : 0 ≤ offDiag A i j := by
    by_cases hij : i = j
    · subst hij
      simp [offDiag]
    · simpa [offDiag, hij] using hpos i j hij
  have adj (i j : ι) (hg : (couplingGraph A).Adj i j) : offDiag A i j ≠ 0 := by
    obtain ⟨hij, h'⟩ := (SimpleGraph.fromRel_adj _ _ _).1 hg
    rw [hA.apply i j, or_self] at h'
    simpa [offDiag, hij] using h'
  obtain ⟨a, b, c, hab, hac, hbc, -⟩ := SimpleGraph.is3Clique_iff.1 ht
  have hs : trace (offDiag A ^ 3) = 0 := by
    rw [thirdCentralMoment_quad hA] at h
    linarith
  simp only [pow_three, trace, diag_apply, mul_apply, Finset.mul_sum] at hs
  have hp (i j k : ι) : 0 ≤ offDiag A i j * (offDiag A j k * offDiag A k i) :=
    mul_nonneg (hn i j) (mul_nonneg (hn j k) (hn k i))
  -- a vanishing sum of nonnegative terms vanishes term by term
  have s1 := (Finset.sum_eq_zero_iff_of_nonneg (fun i _ => Finset.sum_nonneg fun j _ =>
    Finset.sum_nonneg fun k _ => hp i j k)).1 hs a (Finset.mem_univ a)
  have s2 := (Finset.sum_eq_zero_iff_of_nonneg (fun j _ =>
    Finset.sum_nonneg fun k _ => hp a j k)).1 s1 b (Finset.mem_univ b)
  have s3 := (Finset.sum_eq_zero_iff_of_nonneg (fun k _ => hp a b k)).1 s2 c
    (Finset.mem_univ c)
  exact mul_ne_zero (adj a b hab) (mul_ne_zero (adj b c hbc) (adj c a hac.symm)) s3

/-- For a three-site ring with on-site energies `u, v, w` and bonds `a, b, c`, the third
central moment is `48 a b c`. -/
theorem thirdCentralMoment_ring (u v w a b c : ℝ) :
    thirdCentralMoment (quad !![u, a, c; a, v, b; c, b, w]) = 48 * (a * b * c) := by
  have hs : (!![u, a, c; a, v, b; c, b, w] : Matrix (Fin 3) (Fin 3) ℝ).IsSymm := by
    ext i j
    fin_cases i <;> fin_cases j <;> rfl
  have ho : offDiag !![u, a, c; a, v, b; c, b, w] = !![0, a, c; a, 0, b; c, b, 0] := by
    ext i j
    fin_cases i <;> fin_cases j <;> simp [offDiag]
  rw [thirdCentralMoment_quad hs, ho, pow_three]
  simp [Matrix.trace_fin_three]
  ring

end

end SignEstimatorSkewness
```

```lean
#print axioms SignEstimatorSkewness.thirdCentralMoment_quad
#print axioms SignEstimatorSkewness.thirdCentralMoment_eq_zero_iff
#print axioms SignEstimatorSkewness.thirdCentralMoment_ring
```

```
'SignEstimatorSkewness.thirdCentralMoment_quad' depends on axioms: [propext, Classical.choice, Quot.sound]
'SignEstimatorSkewness.thirdCentralMoment_eq_zero_iff' depends on axioms: [propext, Classical.choice, Quot.sound]
'SignEstimatorSkewness.thirdCentralMoment_ring' depends on axioms: [propext, Classical.choice, Quot.sound]
```

## How the proof follows the flips

`flip_response` computes the changes under a flip, and `mean_eq_of_flip` equates the means of two observables whose sums over every flipped pair agree. `mean_field_mul_field` supplies $E[h_ig_i]$, `mean_quad_mul_quad` the $2\,\mathrm{tr}(BC)$ identity, and `quad_sub_mean` the centring.

In the main theorem, `hi` removes one factor of $q$ and `hq` assembles $z^TB^2z$. The `linear_combination` steps do the algebra with $z_i^2=1$. The graph theorems expand the trace; the converse uses that a vanishing sum of nonnegative terms vanishes term by term.

## The variance, and triangles that cancel

Setting $C=B$ in `mean_quad_mul_quad` gives the variance of the estimator, $2\,\mathrm{tr}(B^2)$.

Without nonnegativity the converse fails. On sites 0, 1, 2, 3, let the bonds 0–1, 0–2, 1–2 and 2–3 be $1$, the bond 1–3 be $-1$, and 0–3 be absent. The triangles 012 and 123 contribute $48$ and $-48$, so the third central moment is zero although the graph has triangles.
